# A lower bound on C6 from two moments of finitely many positive oscillators

Take a molecule modelled by two oscillators with strengths f₁, f₂ > 0 and frequencies w₁, w₂ > 0. In atomic units, its isotropic polarizability at imaginary frequency iu is α(u) = p₁ + p₂, where pᵢ = fᵢ/(wᵢ² + u²). Put qᵢ = fᵢ(wᵢ² + u²)/wᵢ⁴ and rᵢ = fᵢ/wᵢ², so that pᵢqᵢ = rᵢ². Since p₁q₂ + p₂q₁ ≥ 2r₁r₂, I get

(r₁ + r₂)² ≤ (p₁ + p₂)(q₁ + q₂).

With S = ∑ᵢ fᵢ/wᵢ² and Q = ∑ᵢ fᵢ/wᵢ⁴, this says α(u) ≥ S²/(S + Qu²). For any finite number of oscillators, I would expect the same bound. The leading dispersion energy of two identical molecules at distance R, without retardation, is −C6/R⁶, and integration would give

C6 = (3/π) ∫₀^∞ α(u)² du ≥ (3/4) S² √(S/Q).

Can this be made rigorous and machine-checked, including the convergence of the integral? And does it extend to two different molecules?

## From Cauchy–Schwarz to the frequency integral

Yes to both. For any finite, nonempty set of oscillators, the same pᵢ, qᵢ and rᵢ satisfy

∑ᵢ rᵢ = S,  ∑ᵢ pᵢ = α(u),  ∑ᵢ qᵢ = ∑ᵢ (fᵢ/wᵢ² + u² fᵢ/wᵢ⁴) = S + Qu².

Cauchy–Schwarz gives S² ≤ α(u)(S + Qu²), which is the pointwise bound. Define the effective frequency Ω = √(S/Q) and divide numerator and denominator by Q:

α(u) ≥ S²/(S + Qu²) = SΩ²/(Ω² + u²).

The right side is the polarizability of a single oscillator.

The integral needed is, for a, b > 0,

∫₀^∞ du/((a² + u²)(b² + u²)) = π/(2ab(a + b)).

If a ≠ b, partial fractions turn the integrand into

[1/(a² + u²) − 1/(b² + u²)]/(b² − a²).

Each term integrates to an arctangent, with ∫₀^∞ du/(a² + u²) = π/(2a), so the result is

(π/2)(1/a − 1/b)/(b² − a²) = π/(2ab(a + b)).

If a = b, an antiderivative is

G(u) = [u/(a² + u²) + arctan(u/a)/a]/(2a²).

Its derivative is [(a² − u²)/(a² + u²)² + 1/(a² + u²)]/(2a²) = 1/(a² + u²)². The function G vanishes at 0 and tends to π/(4a³), in agreement with the formula.

Let a second molecule have strengths gⱼ, frequencies vⱼ, moments S′, Q′ and effective frequency Ω′. Expanding the product of the two polarizabilities and integrating each term gives

C6 = (3/2) ∑ᵢ ∑ⱼ fᵢgⱼ/(wᵢvⱼ(wᵢ + vⱼ)).

Multiplying the two one-term bounds, which are positive, and integrating gives

C6 ≥ (3/π) SΩ² S′Ω′² · π/(2ΩΩ′(Ω + Ω′)) = (3/2) SS′ΩΩ′/(Ω + Ω′).

For identical molecules the right side is (3/4)S²Ω, the bound you asked for. If all frequencies in the first molecule equal a and all those in the second equal b, then Ω = a and Ω′ = b. With F = ∑ᵢ fᵢ and F′ = ∑ⱼ gⱼ, both sides equal (3/2)FF′/(ab(a + b)), so the bound is attained.

## Two oscillators in numbers, and a negative strength

Take f = (1, 4) and w = (1, 2) in atomic units. Then S = 2, Q = 5/4 and Ω = √1.6 ≈ 1.265. For two such molecules the bound is 3Ω ≈ 3.795. The double sum gives

C6 = (3/2)(1/2 + 4/3 + 1) = 4.25,

so the bound recovers about 89% of the model's value.

Positive strengths matter. With f = (1, −1) and the same frequencies, S = 3/4 and Q = 15/16 are still positive, but

α(u) = 3/(4 + 5u² + u⁴), while S²/(S + Qu²) = 3/(4 + 5u²).

The pointwise bound fails for every u ≠ 0. The integrated one fails too: C6 = 11/32 ≈ 0.344, below the supposed bound of 0.377. Negative strengths arise for excited states, from downward transitions. For such states the dispersion coefficient also has resonant contributions that the integral over imaginary frequencies omits, so this example tests the inequality for the integral and does not predict the C6 of real excited molecules.

## The Lean file and its physical content

```lean
import Mathlib

open MeasureTheory Filter Set
open scoped Real Topology

namespace DispersionLowerBound

noncomputable section

variable {ι κ : Type*} [Fintype ι] [Fintype κ]

/-- Polarizability at the imaginary frequency `iu` of oscillators with strengths `f` and frequencies
`w`. -/
def polarizability (f w : ι → ℝ) (u : ℝ) : ℝ := ∑ i, f i / (w i ^ 2 + u ^ 2)

/-- The moment `S`, the sum of `f i / w i ^ 2`. -/
def momentS (f w : ι → ℝ) : ℝ := ∑ i, f i / w i ^ 2

/-- The moment `Q`, the sum of `f i / w i ^ 4`. -/
def momentQ (f w : ι → ℝ) : ℝ := ∑ i, f i / w i ^ 4

/-- The effective frequency `√(S / Q)`. -/
def effFreq (f w : ι → ℝ) : ℝ := √(momentS f w / momentQ f w)

/-- The Casimir–Polder integral for the dispersion coefficient of two molecules. -/
def C6 (f w : ι → ℝ) (g v : κ → ℝ) : ℝ :=
  3 / π * ∫ u in Ioi (0 : ℝ), polarizability f w u * polarizability g v u

lemma moments_pos [Nonempty ι] {f w : ι → ℝ} (hf : ∀ i, 0 < f i) (hw : ∀ i, 0 < w i) :
    0 < momentS f w ∧ 0 < momentQ f w :=
  ⟨Finset.sum_pos (fun i _ => div_pos (hf i) (pow_pos (hw i) 2)) Finset.univ_nonempty,
    Finset.sum_pos (fun i _ => div_pos (hf i) (pow_pos (hw i) 4)) Finset.univ_nonempty⟩

/-- The polarizability at every imaginary frequency is at least `S² / (S + Q u²)`. -/
theorem polarizability_lower_bound [Nonempty ι] {f w : ι → ℝ} (hf : ∀ i, 0 < f i)
    (hw : ∀ i, 0 < w i) (u : ℝ) :
    momentS f w ^ 2 / (momentS f w + momentQ f w * u ^ 2) ≤ polarizability f w u := by
  obtain ⟨hS, hQ⟩ := moments_pos hf hw
  rw [div_le_iff₀ (by positivity)]
  have e : momentS f w + momentQ f w * u ^ 2
      = ∑ i, f i * (w i ^ 2 + u ^ 2) / w i ^ 4 := by
    unfold momentS momentQ
    rw [Finset.sum_mul, ← Finset.sum_add_distrib]
    refine Finset.sum_congr rfl fun i _ => ?_
    have := (hw i).ne'
    field_simp
  rw [e]
  -- Cauchy–Schwarz for the two families of positive weights
  refine Finset.sum_sq_le_sum_mul_sum_of_sq_le_mul _ (fun i _ => ?_) (fun i _ => ?_)
    (fun i _ => ?_)
  · have := hf i
    have := hw i
    positivity
  · have := hf i
    have := hw i
    positivity
  · have h1 := hw i
    have h2 : w i ^ 2 + u ^ 2 ≠ 0 := by positivity
    refine le_of_eq ?_
    field_simp

lemma hasDerivAt_arctan_div {a : ℝ} (ha : 0 < a) (u : ℝ) :
    HasDerivAt (fun x => Real.arctan (x / a) / a) (1 / (a ^ 2 + u ^ 2)) u := by
  refine ((((hasDerivAt_id' u).div_const a).arctan).div_const a).congr_deriv ?_
  have h : a ^ 2 + u ^ 2 ≠ 0 := by positivity
  have e : 1 + (u / a) ^ 2 = (a ^ 2 + u ^ 2) / a ^ 2 := by field_simp
  rw [e]
  field_simp

lemma tendsto_arctan_div {a : ℝ} (ha : 0 < a) :
    Tendsto (fun x => Real.arctan (x / a) / a) atTop (𝓝 (π / 2 / a)) :=
  ((Real.tendsto_arctan_atTop.mono_right nhdsWithin_le_nhds).comp
    (tendsto_id.atTop_div_const ha)).div_const a

/-- The frequency integral for a pair of oscillators converges and equals
`π / (2 a b (a + b))`. -/
theorem pair_integral {a b : ℝ} (ha : 0 < a) (hb : 0 < b) :
    IntegrableOn (fun u : ℝ => 1 / ((a ^ 2 + u ^ 2) * (b ^ 2 + u ^ 2))) (Ioi 0) ∧
    ∫ u in Ioi (0 : ℝ), 1 / ((a ^ 2 + u ^ 2) * (b ^ 2 + u ^ 2))
      = π / (2 * a * b * (a + b)) := by
  have key : ∃ G : ℝ → ℝ, G 0 = 0 ∧
      (∀ x, HasDerivAt G (1 / ((a ^ 2 + x ^ 2) * (b ^ 2 + x ^ 2))) x) ∧
      Tendsto G atTop (𝓝 (π / (2 * a * b * (a + b)))) := by
    rcases eq_or_ne a b with rfl | hab
    · -- equal frequencies: a rational term joins the arctangent
      refine ⟨fun x => (x / (a ^ 2 + x ^ 2) + Real.arctan (x / a) / a) / (2 * a ^ 2),
        by simp, fun x => ?_, ?_⟩
      · have h : a ^ 2 + x ^ 2 ≠ 0 := by positivity
        have h1 : HasDerivAt (fun y : ℝ => a ^ 2 + y ^ 2) (2 * x) x :=
          ((hasDerivAt_pow 2 x).const_add (a ^ 2)).congr_deriv (by simp)
        refine ((((hasDerivAt_id' x).fun_div h1 h).fun_add
          (hasDerivAt_arctan_div ha x)).div_const (2 * a ^ 2)).congr_deriv ?_
        field_simp
        ring
      · have h0 : Tendsto (fun x : ℝ => x / (a ^ 2 + x ^ 2)) atTop (𝓝 0) := by
          refine squeeze_zero' ?_ ?_ tendsto_inv_atTop_zero
          · filter_upwards [eventually_gt_atTop (0 : ℝ)] with x hx
            positivity
          · filter_upwards [eventually_gt_atTop (0 : ℝ)] with x hx
            rw [inv_eq_one_div, div_le_div_iff₀ (by positivity) hx]
            nlinarith [sq_nonneg a]
        have e : π / (2 * a * a * (a + a)) = (0 + π / 2 / a) / (2 * a ^ 2) := by
          rw [← two_mul a]
          field_simp
          ring
        rw [e]
        exact (h0.add (tendsto_arctan_div ha)).div_const (2 * a ^ 2)
    · -- different frequencies: partial fractions
      have hd : b ^ 2 - a ^ 2 ≠ 0 := by
        have h : (b - a) * (b + a) ≠ 0 :=
          mul_ne_zero (sub_ne_zero.mpr hab.symm) (by positivity)
        intro h0
        exact h (by linear_combination h0)
      refine ⟨fun x => (Real.arctan (x / a) / a - Real.arctan (x / b) / b) / (b ^ 2 - a ^ 2),
        by simp, fun x => ?_, ?_⟩
      · have h1 : a ^ 2 + x ^ 2 ≠ 0 := by positivity
        have h2 : b ^ 2 + x ^ 2 ≠ 0 := by positivity
        refine (((hasDerivAt_arctan_div ha x).fun_sub
          (hasDerivAt_arctan_div hb x)).div_const (b ^ 2 - a ^ 2)).congr_deriv ?_
        rw [div_sub_div _ _ h1 h2, div_div,
          div_eq_div_iff (mul_ne_zero (mul_ne_zero h1 h2) hd) (mul_ne_zero h1 h2)]
        ring
      · have e : π / (2 * a * b * (a + b)) = (π / 2 / a - π / 2 / b) / (b ^ 2 - a ^ 2) := by
          rw [div_eq_div_iff (by positivity) hd]
          field_simp
          ring
        rw [e]
        exact ((tendsto_arctan_div ha).sub (tendsto_arctan_div hb)).div_const _
  obtain ⟨G, hG0, hG, hlim⟩ := key
  have hpos : ∀ x ∈ Ioi (0 : ℝ), 0 ≤ 1 / ((a ^ 2 + x ^ 2) * (b ^ 2 + x ^ 2)) :=
    fun x _ => by positivity
  refine ⟨integrableOn_Ioi_deriv_of_nonneg' (fun x _ => hG x) hpos hlim, ?_⟩
  rw [integral_Ioi_of_hasDerivAt_of_nonneg' (fun x _ => hG x) hpos hlim, hG0, sub_zero]

lemma polarizability_mul (f w : ι → ℝ) (g v : κ → ℝ) (u : ℝ) :
    polarizability f w u * polarizability g v u
      = ∑ i, ∑ j, f i * g j * (1 / ((w i ^ 2 + u ^ 2) * (v j ^ 2 + u ^ 2))) := by
  unfold polarizability
  rw [Finset.sum_mul_sum]
  refine Finset.sum_congr rfl fun i _ => Finset.sum_congr rfl fun j _ => ?_
  rw [div_mul_div_comm, mul_one_div]

/-- The Casimir–Polder integrand is integrable over positive frequencies. -/
theorem integrable_C6 {f w : ι → ℝ} {g v : κ → ℝ} (hw : ∀ i, 0 < w i) (hv : ∀ j, 0 < v j) :
    IntegrableOn (fun u => polarizability f w u * polarizability g v u) (Ioi 0) := by
  simp only [polarizability_mul]
  exact integrable_finsetSum _ fun i _ => integrable_finsetSum _ fun j _ =>
    (pair_integral (hw i) (hv j)).1.const_mul _

/-- The dispersion coefficient as an exact double sum over pairs of oscillators. -/
theorem C6_eq_sum {f w : ι → ℝ} {g v : κ → ℝ} (hw : ∀ i, 0 < w i) (hv : ∀ j, 0 < v j) :
    C6 f w g v = 3 / 2 * ∑ i, ∑ j, f i * g j / (w i * v j * (w i + v j)) := by
  have hint := fun i j => (pair_integral (hw i) (hv j)).1.const_mul (f i * g j)
  unfold C6
  simp only [polarizability_mul]
  rw [integral_finsetSum _ fun i _ => integrable_finsetSum _ fun j _ => hint i j,
    Finset.mul_sum, Finset.mul_sum]
  refine Finset.sum_congr rfl fun i _ => ?_
  rw [integral_finsetSum _ fun j _ => hint i j, Finset.mul_sum, Finset.mul_sum]
  refine Finset.sum_congr rfl fun j _ => ?_
  rw [integral_const_mul, (pair_integral (hw i) (hv j)).2]
  have h1 := hw i
  have h2 := hv j
  have h3 : w i + v j ≠ 0 := by positivity
  have h4 := Real.pi_pos.ne'
  field_simp

lemma one_term [Nonempty ι] {f w : ι → ℝ} (hf : ∀ i, 0 < f i) (hw : ∀ i, 0 < w i) (u : ℝ) :
    momentS f w * effFreq f w ^ 2 * (1 / (effFreq f w ^ 2 + u ^ 2))
      ≤ polarizability f w u := by
  obtain ⟨hS, hQ⟩ := moments_pos hf hw
  refine le_of_eq_of_le ?_ (polarizability_lower_bound hf hw u)
  have h : momentS f w + momentQ f w * u ^ 2 ≠ 0 := by positivity
  have e : momentS f w / momentQ f w + u ^ 2
      = (momentS f w + momentQ f w * u ^ 2) / momentQ f w := by field_simp
  rw [effFreq, Real.sq_sqrt (by positivity), e]
  field_simp

/-- Lower bound on the dispersion coefficient of two molecules from their moments `S` and
effective frequencies. -/
theorem C6_lower_bound [Nonempty ι] [Nonempty κ] {f w : ι → ℝ} {g v : κ → ℝ}
    (hf : ∀ i, 0 < f i) (hw : ∀ i, 0 < w i) (hg : ∀ j, 0 < g j) (hv : ∀ j, 0 < v j) :
    3 / 2 * (momentS f w * momentS g v * effFreq f w * effFreq g v
      / (effFreq f w + effFreq g v)) ≤ C6 f w g v := by
  obtain ⟨hS, hQ⟩ := moments_pos hf hw
  obtain ⟨hS', hQ'⟩ := moments_pos hg hv
  have ha : 0 < effFreq f w := Real.sqrt_pos.mpr (div_pos hS hQ)
  have hb : 0 < effFreq g v := Real.sqrt_pos.mpr (div_pos hS' hQ')
  have hI := pair_integral ha hb
  have hpi := Real.pi_pos
  calc _ = 3 / π * ∫ u in Ioi (0 : ℝ),
        (momentS f w * effFreq f w ^ 2 * (momentS g v * effFreq g v ^ 2)) *
          (1 / ((effFreq f w ^ 2 + u ^ 2) * (effFreq g v ^ 2 + u ^ 2))) := by
        rw [integral_const_mul, hI.2]
        have h : effFreq f w + effFreq g v ≠ 0 := by positivity
        field_simp
    _ ≤ C6 f w g v := by
        refine mul_le_mul_of_nonneg_left
          (setIntegral_mono (hI.1.const_mul _) (integrable_C6 hw hv) fun u => ?_)
          (by positivity)
        -- multiply the one-term bounds of the two molecules
        have h := mul_le_mul (one_term hf hw u) (one_term hg hv u) (by positivity)
          (le_trans (by positivity) (one_term hf hw u))
        refine le_of_eq_of_le ?_ h
        simp only [one_div, mul_inv]
        ring

/-- For two identical molecules the dispersion coefficient is at least
`(3/4) S² √(S / Q)`. -/
theorem C6_self_lower_bound [Nonempty ι] {f w : ι → ℝ} (hf : ∀ i, 0 < f i)
    (hw : ∀ i, 0 < w i) :
    3 / 4 * momentS f w ^ 2 * √(momentS f w / momentQ f w) ≤ C6 f w f w := by
  obtain ⟨hS, hQ⟩ := moments_pos hf hw
  have ha : 0 < effFreq f w := Real.sqrt_pos.mpr (div_pos hS hQ)
  refine le_of_eq_of_le ?_ (C6_lower_bound hf hw hf hw)
  change 3 / 4 * momentS f w ^ 2 * effFreq f w = _
  rw [← two_mul (effFreq f w)]
  field_simp <;> ring

lemma effFreq_const [Nonempty ι] {f : ι → ℝ} (hf : ∀ i, 0 < f i) {a : ℝ} (ha : 0 < a) :
    effFreq f (fun _ => a) = a := by
  have hF : 0 < ∑ i, f i := Finset.sum_pos (fun i _ => hf i) Finset.univ_nonempty
  have e : momentS f (fun _ => a) / momentQ f (fun _ => a) = a ^ 2 := by
    simp only [momentS, momentQ, ← Finset.sum_div]
    field_simp
  rw [effFreq, e, Real.sqrt_sq ha.le]

/-- The lower bound is an equality when all oscillators within each molecule share one
frequency. -/
theorem C6_lower_bound_sharp [Nonempty ι] [Nonempty κ] {f : ι → ℝ} {g : κ → ℝ}
    (hf : ∀ i, 0 < f i) (hg : ∀ j, 0 < g j) {a b : ℝ} (ha : 0 < a) (hb : 0 < b) :
    C6 f (fun _ => a) g (fun _ => b)
      = 3 / 2 * (momentS f (fun _ => a) * momentS g (fun _ => b) * effFreq f (fun _ => a)
        * effFreq g (fun _ => b) / (effFreq f (fun _ => a) + effFreq g (fun _ => b))) := by
  rw [C6_eq_sum (fun _ => ha) (fun _ => hb), effFreq_const hf ha, effFreq_const hg hb]
  simp only [momentS, ← Finset.sum_div, ← Finset.mul_sum, ← Finset.sum_mul]
  have h : a + b ≠ 0 := by positivity
  field_simp

end

end DispersionLowerBound
```

```lean
#print axioms DispersionLowerBound.C6_lower_bound
#print axioms DispersionLowerBound.C6_self_lower_bound
#print axioms DispersionLowerBound.C6_lower_bound_sharp
```

```
'DispersionLowerBound.C6_lower_bound' depends on axioms: [propext, Classical.choice, Quot.sound]
'DispersionLowerBound.C6_self_lower_bound' depends on axioms: [propext, Classical.choice, Quot.sound]
'DispersionLowerBound.C6_lower_bound_sharp' depends on axioms: [propext, Classical.choice, Quot.sound]
```

The finite types `ι` and `κ` label the oscillators of the two molecules, and `f`, `w`, `g`, `v` give their strengths and frequencies as real numbers. `polarizability f w u` is α(u), with the real variable `u` standing for the imaginary frequency iu. `momentS` is S, the static polarizability; `momentQ` is Q, which sets the leading decrease α(u) ≈ S − Qu² at small u; and `effFreq` is Ω. `C6` is the integral over `Ioi 0`, the positive half-line, with the prefactor 3/π of atomic units and isotropic polarizabilities.

The hypotheses `0 < f i` and `0 < w i` describe upward dipole transitions from a ground state; transitions of zero strength are left out of the list. `Nonempty` requires at least one oscillator. The theorem `polarizability_lower_bound` holds for every real `u`, `C6_lower_bound` treats two molecules that may differ, and `C6_self_lower_bound` is the identical-molecule case. `C6_lower_bound_sharp` states equality when each molecule has a single frequency. The convergence theorem `integrable_C6` and the double sum `C6_eq_sum` need only positive frequencies, so they also cover the counter-example above.

The Casimir–Polder integral enters as the definition of C6, in its non-retarded form; it is not derived from perturbation theory. Strengths and frequencies are inputs, and continuous spectra, anisotropy and higher multipoles are absent. For an electronic-structure model with finitely many positive isotropic oscillators, the result gives a lower estimate of C6 from the static polarizability and its leading frequency dependence.

## How the proof follows the calculation

In `polarizability_lower_bound`, `div_le_iff₀` clears the denominator, and the equation `e` writes S + Qu² as ∑ᵢ qᵢ. Cauchy–Schwarz is then `Finset.sum_sq_le_sum_mul_sum_of_sq_le_mul`, whose three side goals are pᵢ ≥ 0, qᵢ ≥ 0 and rᵢ² ≤ pᵢqᵢ. The last holds as an equality. `moments_pos` supplies the positivity of S and Q.

The lemmas `hasDerivAt_arctan_div` and `tendsto_arctan_div` give the derivative and the limit of arctan(u/a)/a. Within `pair_integral`, the statement `key` asks for an antiderivative that vanishes at zero and has the right limit at infinity. The two cases supply the functions found above; for equal frequencies, the rational term is squeezed between 0 and 1/u. Because the integrand is nonnegative, this antiderivative yields both integrability and the value of the integral.

`polarizability_mul` expands the product into pairs. `integrable_C6` adds up the integrable terms, and `C6_eq_sum` exchanges the finite sums with the integral and inserts the pair formula.

`one_term` rewrites the pointwise bound with Ω. In `C6_lower_bound`, the first step of the `calc` block evaluates the integral of the single-oscillator product. The second compares integrands: `mul_le_mul` multiplies the two one-term bounds, and `setIntegral_mono` carries the inequality through the integral, using integrability on both sides. `C6_self_lower_bound` sets the molecules equal and simplifies. For the equality case, `effFreq_const` shows that a common frequency is the effective frequency, and `C6_eq_sum` reduces the claim to algebra.
